# Hartree–Fock exchange far out: one unit of repulsion cancelled for an occupied orbital, none for a virtual one, if no occupied orbital outgrows it

Q: Leave exchange out, and an electron in an occupied orbital repels itself. At a large distance $R$ from a system of $N$ electrons it feels a repulsion $N/R$, although only $N-1$ other electrons are there. Exchange is supposed to remove the surplus unit for occupied orbitals and nothing for virtual ones. Does that follow from orthonormality alone?

A: Not quite. Orthonormality fixes the leading $1/R$ part of each potential in the exchange term, but exchange acting on $\varphi_i$ also contains the values of all the other occupied orbitals at the distant point. The claim holds if, along the chosen direction, none of them outgrows $\varphi_i$.

Q: Show me by hand. What is the model?

A: Real orbitals $\varphi_i$ on three-dimensional space, with integrals over the charge replaced by sums over finitely many points $a_k$ with weights $w_k$. Orthonormality means $\sum_k w_k\varphi_i(a_k)\varphi_j(a_k)=\delta_{ij}$. In atomic units, the pair density of two functions $f$ and $g$ has the potential

$$V_{fg}(r)=\sum_k \frac{w_k f(a_k)g(a_k)}{\|r-a_k\|}.$$

Let $u$ be a unit vector and $b$ a fixed point. For $R>0$,

$$\frac{R}{\|Ru-b\|}=\frac{1}{\|u-b/R\|}\to\frac{1}{\|u\|}=1 .$$

Apply this with $b=a_k$ to each term of the finite sum:

$$R\,V_{fg}(Ru)=\sum_k w_kf(a_k)g(a_k)\,\frac{R}{\|Ru-a_k\|}\to\sum_k w_kf(a_k)g(a_k).$$

The limit is the total charge of the pair density. For $f=\varphi_i$ and $g=\varphi_j$ it is $\delta_{ij}$.

Q: And the operators?

A: Let $N$ orbitals be occupied, with one electron each. The direct potential is $J=\sum_{j\,\mathrm{occ}}V_{\varphi_j\varphi_j}$, so $R\,J(Ru)\to N$. Exchange is

$$(K\varphi_i)(r)=\sum_{j\,\mathrm{occ}}V_{\varphi_j\varphi_i}(r)\,\varphi_j(r).$$

Put $n_i=1$ if $\varphi_i$ is occupied and $n_i=0$ if it is virtual. Then $n_i\varphi_i=\sum_{j\,\mathrm{occ}}\delta_{ji}\varphi_j$, and therefore

$$R(K\varphi_i)(Ru)-n_i\varphi_i(Ru)=\sum_{j\,\mathrm{occ}}\bigl(R\,V_{\varphi_j\varphi_i}(Ru)-\delta_{ji}\bigr)\varphi_j(Ru).$$

Each bracket tends to zero. If each $\varphi_j(Ru)$ is $O(\varphi_i(Ru))$, the whole sum is $o(\varphi_i(Ru))$. The direct term gives $(R\,J(Ru)-N)\varphi_i(Ru)=o(\varphi_i(Ru))$. Subtracting,

$$R\,(J\varphi_i-K\varphi_i)(Ru)=(N-n_i)\,\varphi_i(Ru)+o(\varphi_i(Ru)).$$

Q: Now the formal version. I want to see that its objects are these objects.

A: Space is Euclidean $\mathbb R^3$, so the norm is the ordinary distance.

In Lean 4 with Mathlib:

```lean
import Mathlib

open Filter Topology Asymptotics

namespace HartreeFockLongRange

noncomputable section

/-- Three-dimensional physical space. -/
abbrev Space := EuclideanSpace ℝ (Fin 3)
```

The type `κ` labels the sampling points and is finite; `ι` labels the orbitals. `pairPotential` is $V_{fg}$. Unit weights give the plain sum over points.

```lean
variable {ι κ : Type*} [Fintype κ]

/-- Electrostatic potential at `r` of the pair density `f g` sampled on the points `a k` with
weights `w k`; it is meant for `r` away from the sampling points. -/
def pairPotential (w : κ → ℝ) (a : κ → Space) (f g : Space → ℝ) (r : Space) : ℝ :=
  ∑ k, w k * (f (a k) * g (a k)) / ‖r - a k‖
```

Q: If the orbitals are known only on a grid, what does $\varphi_i(Ru)$ mean far away from it?

A: They are functions on all of space. The grid enters only through the charge sums, here and in the orthonormality condition.

```lean
/-- The orbitals `φ i` are orthonormal with respect to the weighted sum over the points. -/
def GridOrthonormal [DecidableEq ι] (w : κ → ℝ) (a : κ → Space) (φ : ι → Space → ℝ) : Prop :=
  ∀ i j, ∑ k, w k * (φ i (a k) * φ j (a k)) = if i = j then 1 else 0
```

The occupied orbitals form a finite set `occ`, and `hartree` and `exchange` are $J$ and $K$.

```lean
/-- Direct (Hartree) potential of the occupied orbitals, each holding one electron, for `r` away
from the sampling points. -/
def hartree (w : κ → ℝ) (a : κ → Space) (φ : ι → Space → ℝ) (occ : Finset ι) (r : Space) : ℝ :=
  ∑ j ∈ occ, pairPotential w a (φ j) (φ j) r

/-- The exchange operator of the occupied orbitals applied to `g`, evaluated at `r` away from the
sampling points. -/
def exchange (w : κ → ℝ) (a : κ → Space) (φ : ι → Space → ℝ) (occ : Finset ι)
    (g : Space → ℝ) (r : Space) : ℝ :=
  ∑ j ∈ occ, pairPotential w a (φ j) g r * φ j r
```

Q: Every occupied orbital exchanges with every other. Where is spin?

A: All electrons have the same spin. With two spin species, exchange would run over one of them only, while the direct term would run over both.

Q: Then take me through the limits.

A: The first lemma is the ray limit. Its proof takes the factor $R$ out of the distance, as we did, and uses continuity of the norm and of the inverse away from zero.

```lean
/-- Far out along a unit vector `u`, the distance to any fixed point `b` grows like `R`. -/
theorem tendsto_ray {u : Space} (hu : ‖u‖ = 1) (b : Space) :
    Tendsto (fun R : ℝ => R / ‖R • u - b‖) atTop (𝓝 1) := by
  have h0 : Tendsto (fun R : ℝ => u - R⁻¹ • b) atTop (𝓝 u) := by
    have h := (tendsto_inv_atTop_zero : Tendsto (fun R : ℝ => R⁻¹) atTop (𝓝 0)).smul_const b
    simpa using h.const_sub u
  have h1 := h0.norm.inv₀ (by rw [hu]; exact one_ne_zero)
  rw [hu, inv_one] at h1
  refine h1.congr' ?_
  filter_upwards [eventually_gt_atTop 0] with R hR
  -- take the factor R out of the distance
  have e : R • u - b = R • (u - R⁻¹ • b) := by rw [smul_sub, smul_inv_smul₀ hR.ne']
  rw [e, norm_smul, Real.norm_of_nonneg hR.le, div_mul_eq_div_div, div_self hR.ne', one_div]
```

The next one sums that limit over the points.

```lean
/-- Along a unit vector, `R` times the potential of a pair density tends to its total charge. -/
theorem pairPotential_tendsto {u : Space} (hu : ‖u‖ = 1) (w : κ → ℝ) (a : κ → Space)
    (f g : Space → ℝ) :
    Tendsto (fun R : ℝ => R * pairPotential w a f g (R • u)) atTop
      (𝓝 (∑ k, w k * (f (a k) * g (a k)))) := by
  have h : Tendsto (fun R : ℝ => ∑ k, w k * (f (a k) * g (a k)) * (R / ‖R • u - a k‖)) atTop
      (𝓝 (∑ k, w k * (f (a k) * g (a k)) * 1)) :=
    tendsto_finsetSum _ fun k _ => (tendsto_ray hu (a k)).const_mul _
  simp only [mul_one] at h
  refine h.congr fun R => ?_
  rw [pairPotential, Finset.mul_sum]
  exact Finset.sum_congr rfl fun k _ => by ring
```

Rewriting the total charge by the orthonormality hypothesis `ho` gives the Kronecker delta.

```lean
variable [DecidableEq ι] {w : κ → ℝ} {a : κ → Space} {φ : ι → Space → ℝ} {u : Space}

/-- For orthonormal orbitals, `R` times the pair potential of `φ i` and `φ j` at distance `R`
along a unit vector tends to the Kronecker delta. -/
theorem orbital_pair_tendsto (hu : ‖u‖ = 1) (ho : GridOrthonormal w a φ) (i j : ι) :
    Tendsto (fun R : ℝ => R * pairPotential w a (φ i) (φ j) (R • u)) atTop
      (𝓝 (if i = j then 1 else 0)) := by
  have h := pairPotential_tendsto hu w a (φ i) (φ j)
  rw [ho i j] at h
  exact h
```

Adding the diagonal cases over `occ` gives $N$, written `occ.card`.

```lean
/-- For orthonormal orbitals, `R` times the direct potential along a unit vector tends to the
number of occupied orbitals. -/
theorem hartree_tendsto (hu : ‖u‖ = 1) (ho : GridOrthonormal w a φ) (occ : Finset ι) :
    Tendsto (fun R : ℝ => R * hartree w a φ occ (R • u)) atTop (𝓝 (occ.card : ℝ)) := by
  have h : Tendsto (fun R : ℝ => ∑ j ∈ occ, R * pairPotential w a (φ j) (φ j) (R • u)) atTop
      (𝓝 (∑ j ∈ occ, (1 : ℝ))) := tendsto_finsetSum _ fun j _ => by
    have hj := orbital_pair_tendsto hu ho j j
    rwa [if_pos rfl] at hj
  rw [Finset.sum_const, nsmul_eq_mul, mul_one] at h
  refine h.congr fun R => ?_
  rw [hartree, Finset.mul_sum]
```

Q: Here comes the part I distrust. How is "cancels one unit" expressed?

A: As a little-o statement: for any fixed $\varepsilon>0$, the difference between $R(K\varphi_i)(Ru)$ and $n_i\varphi_i(Ru)$ is eventually at most $\varepsilon\,|\varphi_i(Ru)|$ in absolute value. This avoids dividing by an orbital that may have nodes. The number $n_i$ is `if i ∈ occ then 1 else 0`.

```lean
/-- Let the orbitals be orthonormal and let no occupied orbital outgrow `φ i` along the unit
vector `u`. Then exchange acts on `φ i` far out as `1 / R` if `φ i` is occupied and as zero, to
this order, if it is virtual. -/
theorem exchange_asymptotic (hu : ‖u‖ = 1) (ho : GridOrthonormal w a φ) (occ : Finset ι) (i : ι)
    (hdom : ∀ j ∈ occ, (fun R : ℝ => φ j (R • u)) =O[atTop] fun R : ℝ => φ i (R • u)) :
    (fun R : ℝ => R * exchange w a φ occ (φ i) (R • u)
      - (if i ∈ occ then 1 else 0) * φ i (R • u)) =o[atTop] fun R : ℝ => φ i (R • u) := by
  have hterm : ∀ j ∈ occ, (fun R : ℝ => (R * pairPotential w a (φ j) (φ i) (R • u)
      - if j = i then 1 else 0) * φ j (R • u)) =o[atTop] fun R : ℝ => φ i (R • u) := by
    intro j hj
    -- each coefficient vanishes in the limit, and each orbital is dominated by φ i
    have t : (fun R : ℝ => R * pairPotential w a (φ j) (φ i) (R • u)
        - if j = i then 1 else 0) =o[atTop] fun _ : ℝ => (1 : ℝ) := by
      refine (isLittleO_one_iff ℝ).2 ?_
      have s := (orbital_pair_tendsto hu ho j i).sub_const (if j = i then 1 else 0)
      rwa [sub_self] at s
    simpa only [one_mul] using t.mul_isBigO (hdom j hj)
  -- add up the occupied orbitals one at a time
  have hsum : ∀ s : Finset ι, s ⊆ occ →
      (fun R : ℝ => ∑ j ∈ s, (R * pairPotential w a (φ j) (φ i) (R • u)
        - if j = i then 1 else 0) * φ j (R • u)) =o[atTop] fun R : ℝ => φ i (R • u) := by
    intro s
    induction s using Finset.induction_on with
    | empty =>
      intro _
      simp only [Finset.sum_empty]
      exact isLittleO_zero _ _
    | insert b s hb ih =>
      intro hs
      simp only [Finset.sum_insert hb]
      exact (hterm b (hs (Finset.mem_insert_self b s))).add
        (ih fun x hx => hs (Finset.mem_insert_of_mem hx))
  refine (hsum occ (Finset.Subset.refl occ)).congr_left fun R => ?_
  simp only [exchange, sub_mul, Finset.sum_sub_distrib, Finset.mul_sum, ite_mul, one_mul,
    zero_mul, Finset.sum_ite_eq', mul_assoc]
```

The hypothesis `hdom` is the growth condition: for each occupied $j$, $|\varphi_j(Ru)|$ is eventually at most a constant times $|\varphi_i(Ru)|$. Physically, the orbital acted on reaches at least as far out in this direction as every occupied one. Among the occupied orbitals, the result therefore covers only those that decay most slowly in this direction.

In the proof, `hterm` multiplies a vanishing bracket by a dominated orbital, and `hsum` adds these terms by induction over subsets of `occ`. The last step collapses the sum of Kronecker deltas to $n_i$.

Q: And the net repulsion?

A: It is the subtraction from before. `hJ` is the direct part, the previous theorem is the exchange part, and `ring` checks that their difference is the stated expression.

```lean
/-- Let the orbitals be orthonormal and let no occupied orbital outgrow `φ i` along the unit
vector `u`. With `N` occupied orbitals, direct repulsion minus exchange acts on `φ i` far out as
`(N - 1) / R` if `φ i` is occupied and as `N / R` if it is virtual. -/
theorem net_repulsion_asymptotic (hu : ‖u‖ = 1) (ho : GridOrthonormal w a φ) (occ : Finset ι)
    (i : ι)
    (hdom : ∀ j ∈ occ, (fun R : ℝ => φ j (R • u)) =O[atTop] fun R : ℝ => φ i (R • u)) :
    (fun R : ℝ => R * (hartree w a φ occ (R • u) * φ i (R • u)
        - exchange w a φ occ (φ i) (R • u))
      - ((occ.card : ℝ) - if i ∈ occ then 1 else 0) * φ i (R • u))
      =o[atTop] fun R : ℝ => φ i (R • u) := by
  have t : (fun R : ℝ => R * hartree w a φ occ (R • u) - (occ.card : ℝ))
      =o[atTop] fun _ : ℝ => (1 : ℝ) := by
    refine (isLittleO_one_iff ℝ).2 ?_
    have s := (hartree_tendsto hu ho occ).sub_const (occ.card : ℝ)
    rwa [sub_self] at s
  have hJ := t.mul_isBigO (isBigO_refl (fun R : ℝ => φ i (R • u)) atTop)
  simp only [one_mul] at hJ
  exact (hJ.sub (exchange_asymptotic hu ho occ i hdom)).congr_left fun R => by ring
```

So an orbital that meets the growth condition feels $(N-1)/R$ if it is occupied and $N/R$ if it is virtual, to leading order. This bears on electronic-structure work because it distinguishes how Hartree–Fock treats occupied and virtual orbitals at long range, here for fixed orbitals, with the charge sampled on finitely many points.

Q: Do these orbitals solve the Hartree–Fock equations?

A: Nothing requires it. They are any orthonormal functions that satisfy the growth condition, and that condition is assumed, not derived from self-consistency. Nuclear attraction is absent too. The limit is taken along one direction at a time, with no claim of uniformity over directions.

Q: Can the growth condition be met by orbitals that aren't trivial?

A: Take two points at $\pm1$ on an axis, each with weight $1/2$, and write $x$ for the coordinate along the axis. Let $s(r)=e^{1-\|r\|}$ and $p(r)=x\,e^{1-\|r\|}$.

```lean
/-- The unit vector along the first coordinate axis. -/
def axis : Space := EuclideanSpace.single 0 1

/-- Two sampling points, at `+1` and `-1` on the axis. -/
def dimer (k : Fin 2) : Space := ((-1 : ℝ) ^ (k : ℕ)) • axis

/-- An s function (index 0) and a p function (index 1) with the same exponential decay. -/
def spOrbital (j : Fin 2) (r : Space) : ℝ := r 0 ^ (j : ℕ) * Real.exp (1 - ‖r‖)
```

At the two points $s$ takes the values $1,1$ and $p$ the values $1,-1$. Each has norm $\tfrac12(1+1)=1$, and their overlap is $\tfrac12(1-1)=0$. Along the axis $s=e^{1-R}$ and $p=R\,e^{1-R}$, so $s\le p$ once $R\ge1$. Two small lemmas evaluate distances and orbitals on the axis; the theorem after them checks orthonormality case by case and the growth bound with constant 1.

```lean
/-- The point with coordinate `c` on the axis lies at distance `|c|` from the origin. -/
theorem norm_smul_axis (c : ℝ) : ‖c • axis‖ = |c| := by
  simp [axis, norm_smul]

/-- Values of the s and p functions on the axis. -/
theorem spOrbital_axis (j : Fin 2) (c : ℝ) :
    spOrbital j (c • axis) = c ^ (j : ℕ) * Real.exp (1 - |c|) := by
  have h : (c • axis : Space) 0 = c := by simp [axis]
  rw [spOrbital, h, norm_smul_axis]

/-- With weights one half on the two points, the s and p functions are orthonormal, and neither
outgrows the p function along the axis, which is a unit vector. -/
theorem net_repulsion_witness :
    ‖axis‖ = 1 ∧ GridOrthonormal (fun _ => 1 / 2) dimer spOrbital ∧
      ∀ j, (fun R : ℝ => spOrbital j (R • axis)) =O[atTop]
        fun R : ℝ => spOrbital 1 (R • axis) := by
  refine ⟨by simp [axis], ?_, fun j => ?_⟩
  · intro i j
    simp only [dimer, spOrbital_axis]
    fin_cases i <;> fin_cases j <;> norm_num [Fin.sum_univ_two]
  · refine IsBigO.of_bound 1 ?_
    filter_upwards [eventually_ge_atTop 1] with R hR
    simp only [spOrbital_axis, norm_mul, one_mul, Real.norm_eq_abs, abs_pow]
    exact mul_le_mul_of_nonneg_right
      (pow_le_pow_right₀ (hR.trans (le_abs_self R)) (Nat.le_of_lt_succ j.isLt)) (abs_nonneg _)
```

The conditions therefore hold for $p$, whichever of the two orbitals are occupied.

Q: And for $s$, with both occupied?

A: There the condition fails, since $p/s=R$ is unbounded. The two pair potentials are

$$V_{ss}(Ru)=\frac12\left(\frac1{R-1}+\frac1{R+1}\right)=\frac{R}{R^2-1},$$

$$V_{ps}(Ru)=\frac12\left(\frac1{R-1}-\frac1{R+1}\right)=\frac{1}{R^2-1}.$$

Since $p(Ru)=R\,s(Ru)$, both terms of exchange are equally large:

$$R\,(Ks)(Ru)=R\left(\frac{R}{R^2-1}+\frac{R}{R^2-1}\right)s(Ru)=\frac{2R^2}{R^2-1}\,s(Ru).$$

The formal proof resolves the absolute values using $R>1$, factors $R^2-1$, and clears denominators.

```lean
/-- With the s and p functions both occupied, `R` times exchange acting on the s function at
distance `R > 1` along the axis is `2 R² / (R² - 1)` times the s function. -/
theorem exchange_on_s {R : ℝ} (hR : 1 < R) :
    R * exchange (fun _ => 1 / 2) dimer spOrbital Finset.univ (spOrbital 0) (R • axis)
      = 2 * R ^ 2 / (R ^ 2 - 1) * spOrbital 0 (R • axis) := by
  have hm : |R - 1| = R - 1 := abs_of_pos (by linarith)
  have hp : |R - -1| = R + 1 := by rw [sub_neg_eq_add, abs_of_pos (by linarith)]
  have h1 : R - 1 ≠ 0 := by linarith
  have h2 : R + 1 ≠ 0 := by linarith
  have h3 : R ^ 2 - 1 = (R - 1) * (R + 1) := by ring
  simp only [exchange, pairPotential, dimer, ← sub_smul, norm_smul_axis, spOrbital_axis,
    Fin.sum_univ_two, Fin.val_zero, Fin.val_one, pow_zero, pow_one, hm, hp, abs_neg, abs_one,
    sub_self, Real.exp_zero]
  rw [h3]
  field_simp
  ring

end

end HartreeFockLongRange
```

Q: The factor tends to 2, so exchange cancels two units for an occupied orbital. Where does the second one come from?

A: From the dipole of the pair density $ps$. Its total charge is zero, so its potential falls off as $1/R^2$, but it multiplies $p$, which is $R$ times larger than $s$. The product is again of order $s/R$. Orthogonality removes the charge of a pair density and leaves its higher moments, and the growth condition keeps those moments from being amplified into the leading term.

```lean
#print axioms HartreeFockLongRange.net_repulsion_asymptotic
#print axioms HartreeFockLongRange.exchange_on_s
```

```
'HartreeFockLongRange.net_repulsion_asymptotic' depends on axioms: [propext, Classical.choice, Quot.sound]
'HartreeFockLongRange.exchange_on_s' depends on axioms: [propext, Classical.choice, Quot.sound]
```
